# Dispersion sum rules for pair production by two linearly polarised photons at tree level

Two linearly polarised photons can annihilate into an electron–positron pair, and the problem is to integrate $\sigma(s)/s^2$ over all energies above threshold; for this the tree-level cross section $\sigma$ is taken as a definition, not derived from Feynman diagrams. The dispersion relation that connects such integrals with light-by-light scattering is not proved here either.

Here $s$ is the squared centre-of-mass energy, $m>0$ the electron mass and $\alpha$ the fine-structure constant, which sets the coupling strength and may be any real number in the theorems. Units are $\hbar=c=1$. After that, the letter $c$ is free. In the centre-of-mass frame, $c$ denotes the cosine of the angle between the electron and the photon axis, and $b$ the electron speed, usually written $\beta$.

```lean
import Mathlib

open Real Set MeasureTheory

namespace LightByLightSumRule

noncomputable section
```

Put $u=1-b^2$, $D=1-b^2c^2$ and $T=b^2(1-c^2)\,(2-b^2(1-c^2))$. For photons whose linear polarisations are parallel ($\parallel$) or perpendicular ($\perp$) to each other, the angular weights, summed over the spins of the pair and averaged over azimuth, are

$$W_\parallel=\frac{2b^2u+T}{D^2},\qquad W_\perp=\frac{2u+T}{D^2}.$$

```lean
/-- Angular weight for pair production by photons with parallel linear polarisations, at
electron speed `b` and cosine `c`, for `b ^ 2 * c ^ 2 ≠ 1`. -/
def wPar (b c : ℝ) : ℝ :=
  (2 * b ^ 2 * (1 - b ^ 2) + b ^ 2 * (1 - c ^ 2) * (2 - b ^ 2 * (1 - c ^ 2)))
    / (1 - b ^ 2 * c ^ 2) ^ 2

/-- Angular weight for perpendicular linear polarisations, for `b ^ 2 * c ^ 2 ≠ 1`. -/
def wPerp (b c : ℝ) : ℝ :=
  (2 * (1 - b ^ 2) + b ^ 2 * (1 - c ^ 2) * (2 - b ^ 2 * (1 - c ^ 2)))
    / (1 - b ^ 2 * c ^ 2) ^ 2
```

Both can be treated together through a family with a real parameter $k$, which is a device for the calculation:

$$W_k=\frac{2u-(k-1)u^2+T}{D^2}.$$

```lean
/-- A one-parameter family of angular weights, for `b ^ 2 * c ^ 2 ≠ 1`. -/
def weight (k b c : ℝ) : ℝ :=
  (2 * (1 - b ^ 2) - (k - 1) * (1 - b ^ 2) ^ 2
    + b ^ 2 * (1 - c ^ 2) * (2 - b ^ 2 * (1 - c ^ 2))) / (1 - b ^ 2 * c ^ 2) ^ 2
```

The angular integrals will contain the logarithm $L(b)=\ln(1+b)-\ln(1-b)$, which is twice the rapidity of the electron.

```lean
/-- The logarithm of `(1 + b) / (1 - b)`, for speeds `0 ≤ b < 1`. -/
def logRatio (b : ℝ) : ℝ := log (1 + b) - log (1 - b)
```

The speed follows from the energy as $b=\sqrt{1-4m^2/s}$.

```lean
/-- Electron speed at squared centre-of-mass energy `s ≥ 4 * m ^ 2`, with `m > 0`. -/
def speed (m s : ℝ) : ℝ := √(1 - 4 * m ^ 2 / s)
```

The cross section for a weight $W$ is

$$\sigma(s)=\frac{\pi\alpha^2}{2m^2}\,(1-b^2)\,b\int_{-1}^{1}W(b,c)\,dc .$$

In Lean the weight is an argument of `crossSection`, so one definition serves both polarisations.

```lean
/-- Pair-production cross section with angular weight `W`, for `m > 0` and `s > 4 * m ^ 2`,
in units where `ħ = c = 1`; `α` is the fine-structure constant. -/
def crossSection (W : ℝ → ℝ → ℝ) (α m s : ℝ) : ℝ :=
  π * α ^ 2 / (2 * m ^ 2) * (1 - speed m s ^ 2) * speed m s * ∫ c in (-1 : ℝ)..1, W (speed m s) c
```

## (a) Both polarisations in one family

**Task.** Show that $W_\parallel=W_3$ and $W_\perp=W_1$.

**Solution.** The denominators and the term $T$ agree, so only $2u-(k-1)u^2$ matters. For $k=3$ it is $2u-2u^2=2u(1-u)=2b^2u$. For $k=1$ it is $2u$.

Lean states this as an equality of functions of $b$ and $c$; `ring` compares the numerators.

```lean
/-- The parallel and perpendicular weights are the members `k = 3` and `k = 1` of the family. -/
theorem weights_eq : wPar = weight 3 ∧ wPerp = weight 1 := by
  constructor <;> funext b c <;> simp only [wPar, wPerp, weight] <;> congr 1 <;> ring
```

## (b) The derivative of the logarithm

**Task.** For $x^2<1$, show that $L'(x)=\dfrac{2}{1-x^2}$.

**Solution.** Differentiating term by term gives

$$L'(x)=\frac1{1+x}+\frac1{1-x}=\frac{2}{(1+x)(1-x)}.$$

The Lean proof factorises $1-x^2$ in the same way, which also shows that neither logarithm is taken at zero. Negative $x$ is allowed, as part (c) requires.

```lean
/-- Derivative of the logarithm `logRatio` at a speed below that of light. -/
theorem hasDerivAt_logRatio {x : ℝ} (h : 0 < 1 - x ^ 2) :
    HasDerivAt logRatio (2 / (1 - x ^ 2)) x := by
  have hfac : 1 - x ^ 2 = (1 + x) * (1 - x) := by ring
  rw [hfac] at h ⊢
  have hp := left_ne_zero_of_mul h.ne'
  have hq := right_ne_zero_of_mul h.ne'
  refine ((((hasDerivAt_id' x).const_add 1).log hp).fun_sub
    (((hasDerivAt_id' x).const_sub 1).log hq)).congr_deriv ?_
  rw [div_sub_div _ _ hp hq]
  congr 1
  ring
```

## (c) The angular integral

**Task.** For $0<b<1$, show that

$$\int_{-1}^{1}W_k\,dc=\Bigl(2+2u-\frac{k u^2}{2}\Bigr)\frac{L(b)}{b}-(2+ku).$$

**Solution.** Since $b^2(1-c^2)=D-u$,

$$T=(D-u)(2-D+u)=-D^2+2(1+u)D-2u-u^2,$$

and therefore

$$W_k=-1+\frac{2(1+u)}{D}-\frac{k u^2}{D^2}.$$

By (b), $L(bc)/(2b)$ is an antiderivative of $1/D$, so $\int_{-1}^1 dc/D=L(b)/b$. For the last term, use

$$\frac{d}{dc}\frac{c}{D}=\frac1D+\frac{2b^2c^2}{D^2}=\frac{2}{D^2}-\frac1D,$$

which gives $\int_{-1}^1 dc/D^2=\dfrac1u+\dfrac{L(b)}{2b}$. Adding the three terms gives

$$-2+2(1+u)\frac{L(b)}{b}-ku-\frac{k u^2}{2}\frac{L(b)}{b},$$

which is the target.

*At threshold.* As $b\to0$, $L(b)/b\to2$ and the integral tends to $6-2k$. This is $0$ for parallel and $4$ for perpendicular polarisations: an S-wave pair at threshold has odd parity, and parallel polarisations cannot produce it.

*Without $b\neq0$.* At $b=0$ and $k=1$ the left side is $4$, but Lean sets division by zero to zero, so the right side reads $-3$.

In the proof, `hpos` shows $D>0$ on the whole range of $c$, `hder` verifies the antiderivative assembled above, and `hodd` supplies $L(-b)=-L(b)$ for the lower limit.

```lean
/-- Angular integral of the weights at electron speed `0 < b < 1`. -/
theorem integral_weight (k : ℝ) {b : ℝ} (hb : b ∈ Ioo (0 : ℝ) 1) :
    ∫ c in (-1 : ℝ)..1, weight k b c
      = (2 + 2 * (1 - b ^ 2) - k * (1 - b ^ 2) ^ 2 / 2) * logRatio b / b
        - (2 + k * (1 - b ^ 2)) := by
  have hb0 : b ≠ 0 := hb.1.ne'
  have hm : 0 < 1 - b ^ 2 := by nlinarith [hb.1, hb.2]
  have hpos : ∀ c ∈ uIcc (-1 : ℝ) 1, 0 < 1 - b ^ 2 * c ^ 2 := fun c hc => by
    rw [uIcc_of_le (by norm_num)] at hc
    have hc2 : c ^ 2 ≤ 1 := by nlinarith [hc.1, hc.2]
    nlinarith [mul_nonneg (sq_nonneg b) (sub_nonneg.2 hc2)]
  -- the antiderivative is a rational function plus a logarithm
  have hder : ∀ c ∈ uIcc (-1 : ℝ) 1, HasDerivAt
      (fun c : ℝ => -k * (1 - b ^ 2) ^ 2 / 2 * (c / (1 - b ^ 2 * c ^ 2))
        + (2 - b ^ 2 - k * (1 - b ^ 2) ^ 2 / 4) / b * logRatio (b * c) - c)
      (weight k b c) c := fun c hc => by
    have hn := (hpos c hc).ne'
    have hD : HasDerivAt (fun c : ℝ => 1 - b ^ 2 * c ^ 2) (-(2 * b ^ 2 * c)) c :=
      (((hasDerivAt_pow 2 c).const_mul (b ^ 2)).const_sub 1).congr_deriv (by push_cast; ring)
    have hl : HasDerivAt (fun c : ℝ => logRatio (b * c)) (2 * b / (1 - b ^ 2 * c ^ 2)) c :=
      ((hasDerivAt_logRatio (by rw [mul_pow]; exact hpos c hc)).comp c
        ((hasDerivAt_id' c).const_mul b)).congr_deriv (by rw [mul_pow]; ring)
    refine (((((hasDerivAt_id' c).fun_div hD hn).const_mul _).fun_add
      (hl.const_mul _)).fun_sub (hasDerivAt_id' c)).congr_deriv ?_
    simp only [weight]
    field_simp
    ring
  have hcont : ContinuousOn (weight k b) (uIcc (-1 : ℝ) 1) :=
    (by fun_prop : ContinuousOn (fun c : ℝ => 2 * (1 - b ^ 2) - (k - 1) * (1 - b ^ 2) ^ 2
      + b ^ 2 * (1 - c ^ 2) * (2 - b ^ 2 * (1 - c ^ 2))) (uIcc (-1) 1)).div
      (by fun_prop : ContinuousOn (fun c : ℝ => (1 - b ^ 2 * c ^ 2) ^ 2) (uIcc (-1) 1))
      (fun c hc => pow_ne_zero 2 (hpos c hc).ne')
  have hodd : logRatio (b * -1) = -logRatio b := by
    simp only [logRatio, mul_neg, mul_one, sub_neg_eq_add, ← sub_eq_add_neg]
    ring
  rw [intervalIntegral.integral_eq_sub_of_hasDerivAt hder hcont.intervalIntegrable]
  have hm' := hm.ne'
  simp only [hodd, one_pow, neg_one_sq, mul_one]
  field_simp
  ring
```

## (d) The speed integral

**Task.** For every real $k$, show that

$$\int_0^1 b^2(1-b^2)\int_{-1}^{1}W_k\,dc\,db=\frac{34-6k}{45}.$$

**Solution.** By (c) the integrand is

$$b\Bigl(2u+2u^2-\frac{k u^3}{2}\Bigr)L(b)-b^2u(2+ku).$$

Because $du=-2b\,db$, the factor multiplying $L$ is the derivative of

$$P=-\frac{u^2}{2}-\frac{u^3}{3}+\frac{k u^4}{16}.$$

Integrate by parts. The boundary term $PL$ vanishes at $b=0$ because $L(0)=0$, and at $b=1$ because $u^2L\to0$. With $L'=2/u$,

$$\int_0^1P'L\,db=\int_0^1\Bigl(u+\frac{2u^2}{3}-\frac{k u^3}{8}\Bigr)db .$$

The integrals of $u$, $u^2$ and $u^3$ over $0<b<1$ are $\frac23$, $\frac8{15}$ and $\frac{16}{35}$, so this equals $\frac{46}{45}-\frac{2k}{35}$. In the remaining term $b^2=1-u$, hence

$$\int_0^1 b^2u(2+ku)\,db=2\Bigl(\frac23-\frac8{15}\Bigr)+k\Bigl(\frac8{15}-\frac{16}{35}\Bigr)=\frac4{15}+\frac{8k}{105}.$$

The difference is $\frac{34}{45}-\frac{2k}{15}$, as required.

Lean carries out the integration by parts as a single antiderivative, $PL$ plus a polynomial. The endpoint $b=1$ is handled by `hc`: $(1-b^2)L(b)$ is continuous there, because $x\ln x$ is continuous at zero. The fundamental theorem of calculus then needs the derivative only for $0<b<1$, where (c) also applies.

```lean
/-- Integral of the weights over angles and speeds, with speed factor `b ^ 2 * (1 - b ^ 2)`. -/
theorem integral_speed (k : ℝ) :
    ∫ b in (0 : ℝ)..1, b ^ 2 * (1 - b ^ 2) * (∫ c in (-1 : ℝ)..1, weight k b c)
      = (34 - 6 * k) / 45 := by
  -- the logarithm at `b = 1` is tamed by the factor `1 - b ^ 2`
  have hc : Continuous fun b : ℝ => (1 - b ^ 2) * logRatio b := by
    have h1 := Real.continuous_mul_log.comp (by fun_prop : Continuous fun b : ℝ => 1 + b)
    have h2 := Real.continuous_mul_log.comp (by fun_prop : Continuous fun b : ℝ => 1 - b)
    have h3 : (fun b : ℝ => (1 - b ^ 2) * logRatio b) = fun b =>
        (1 - b) * ((1 + b) * log (1 + b)) - (1 + b) * ((1 - b) * log (1 - b)) := by
      funext b
      simp only [logRatio]
      ring
    rw [h3]
    exact ((by fun_prop : Continuous fun b : ℝ => 1 - b).mul h1).sub
      ((by fun_prop : Continuous fun b : ℝ => 1 + b).mul h2)
  have hg : Continuous fun b : ℝ => b * (2 + 2 * (1 - b ^ 2) - k * (1 - b ^ 2) ^ 2 / 2)
      * ((1 - b ^ 2) * logRatio b) - b ^ 2 * (1 - b ^ 2) * (2 + k * (1 - b ^ 2)) :=
    ((by fun_prop : Continuous fun b : ℝ =>
      b * (2 + 2 * (1 - b ^ 2) - k * (1 - b ^ 2) ^ 2 / 2)).mul hc).sub (by fun_prop)
  have hH : Continuous fun b : ℝ =>
      -((1 - b ^ 2) / 2 + (1 - b ^ 2) ^ 2 / 3 - k * (1 - b ^ 2) ^ 3 / 16)
        * ((1 - b ^ 2) * logRatio b)
      + ((5 / 3 - k / 8) * b - (13 / 9 + 5 * k / 24) * b ^ 3
        + (8 / 15 + 13 * k / 40) * b ^ 5 - k / 8 * b ^ 7) :=
    ((by fun_prop : Continuous fun b : ℝ =>
      -((1 - b ^ 2) / 2 + (1 - b ^ 2) ^ 2 / 3 - k * (1 - b ^ 2) ^ 3 / 16)).mul hc).add
      (by fun_prop)
  have key := intervalIntegral.integral_eq_sub_of_hasDerivAt_of_le zero_le_one
    hH.continuousOn (fun x hx => by
      have hm : 0 < 1 - x ^ 2 := by nlinarith [hx.1, hx.2]
      have hM : HasDerivAt (fun b : ℝ => 1 - b ^ 2) (-(2 * x)) x :=
        ((hasDerivAt_pow 2 x).const_sub 1).congr_deriv (by push_cast; ring)
      have hQ := (((hM.div_const 2).fun_add ((hM.fun_pow 2).div_const 3)).fun_sub
        (((hM.fun_pow 3).const_mul k).div_const 16)).fun_neg
      have hR := ((((hasDerivAt_id' x).const_mul (5 / 3 - k / 8)).fun_sub
        ((hasDerivAt_pow 3 x).const_mul (13 / 9 + 5 * k / 24))).fun_add
        ((hasDerivAt_pow 5 x).const_mul (8 / 15 + 13 * k / 40))).fun_sub
        ((hasDerivAt_pow 7 x).const_mul (k / 8))
      have hcan : (1 - x ^ 2) * (2 / (1 - x ^ 2)) = 2 := mul_div_cancel₀ 2 hm.ne'
      refine ((hQ.fun_mul (hM.fun_mul (hasDerivAt_logRatio hm))).fun_add hR).congr_deriv ?_
      push_cast
      linear_combination
        (-((1 - x ^ 2) / 2 + (1 - x ^ 2) ^ 2 / 3 - k * (1 - x ^ 2) ^ 3 / 16)) * hcan)
    (hg.intervalIntegrable 0 1)
  rw [intervalIntegral.integral_of_le zero_le_one, integral_Ioc_eq_integral_Ioo] at key ⊢
  refine Eq.trans (setIntegral_congr_fun measurableSet_Ioo fun b hb => ?_) (key.trans ?_)
  · have hb0 : b ≠ 0 := hb.1.ne'
    simp only [integral_weight k hb]
    field_simp
  · simp only [logRatio, add_zero, sub_zero, Real.log_one]
    ring
```

## (e) The two polarised values

**Task.** Show that the speed integral of (d) equals $\dfrac{16}{45}$ for $W_\parallel$ and $\dfrac{28}{45}$ for $W_\perp$.

**Solution.** By (a), set $k=3$ and $k=1$ in (d): $34-18=16$ and $34-6=28$. The Lean proof makes the same substitutions.

```lean
/-- The speed integrals of the two polarised weights are `16 / 45` (parallel) and
`28 / 45` (perpendicular). -/
theorem speed_sum_rules :
    (∫ b in (0 : ℝ)..1, b ^ 2 * (1 - b ^ 2) * ∫ c in (-1 : ℝ)..1, wPar b c) = 16 / 45 ∧
    (∫ b in (0 : ℝ)..1, b ^ 2 * (1 - b ^ 2) * ∫ c in (-1 : ℝ)..1, wPerp b c) = 28 / 45 := by
  rw [weights_eq.1, weights_eq.2, integral_speed, integral_speed]
  norm_num
```

## (f) From energies to speeds

**Task.** For any weight $W$ and $m>0$, show that

$$\int_{4m^2}^{\infty}\frac{\sigma(s)}{s^2}\,ds=\frac{\pi\alpha^2}{4m^4}\int_0^1b^2(1-b^2)\int_{-1}^{1}W\,dc\,db.$$

**Solution.** Invert the speed relation to $s=4m^2/u$. Then

$$ds=\frac{8m^2b}{u^2}\,db,\qquad \frac{ds}{s^2}=\frac{u^2}{16m^4}\cdot\frac{8m^2b}{u^2}\,db=\frac{b}{2m^2}\,db .$$

Multiplying by $\sigma=\frac{\pi\alpha^2}{2m^2}\,u\,b\int W\,dc$ gives the stated prefactor and the weight $b^2u$.

On paper the integrals have to exist. Lean sets an integral that does not exist to zero, and the equation then still holds, so the theorem needs no such hypothesis. The range `Ioi (4 * m ^ 2)` is the open half-line above threshold. In the proof, `himage` shows that the speeds in $(0,1)$ are mapped onto exactly this half-line, `hinj` that no energy is reached twice, and `hder` gives the Jacobian. The final `field_simp` and `ring` collect the factors.

```lean
/-- For `m > 0`, the integral of `σ(s) / s ^ 2` over all squared energies above threshold is
a multiple of the speed integral with weight `b ^ 2 * (1 - b ^ 2)`. -/
theorem dispersion_integral (W : ℝ → ℝ → ℝ) (α : ℝ) {m : ℝ} (hm : 0 < m) :
    ∫ s in Ioi (4 * m ^ 2), crossSection W α m s / s ^ 2
      = π * α ^ 2 / (4 * m ^ 4)
        * ∫ b in (0 : ℝ)..1, b ^ 2 * (1 - b ^ 2) * ∫ c in (-1 : ℝ)..1, W b c := by
  have h4 : 0 < 4 * m ^ 2 := by positivity
  have hpos : ∀ b ∈ Ioo (0 : ℝ) 1, 0 < 1 - b ^ 2 := fun b hb => by nlinarith [hb.1, hb.2]
  have hspeed : ∀ b ∈ Ioo (0 : ℝ) 1, speed m (4 * m ^ 2 / (1 - b ^ 2)) = b := fun b hb => by
    rw [speed, div_div_eq_mul_div, mul_div_cancel_left₀ _ h4.ne', sub_sub_cancel,
      Real.sqrt_sq hb.1.le]
  -- speeds in (0, 1) correspond to energies above threshold
  have himage : (fun b : ℝ => 4 * m ^ 2 / (1 - b ^ 2)) '' Ioo 0 1 = Ioi (4 * m ^ 2) := by
    ext s
    constructor
    · rintro ⟨b, hb, rfl⟩
      exact (lt_div_iff₀ (hpos b hb)).2 (by nlinarith [mul_pos h4 (pow_pos hb.1 2)])
    · intro hs
      have hs0 : 0 < s := h4.trans hs
      have hlt : 4 * m ^ 2 / s < 1 := (div_lt_one hs0).2 hs
      have hgt : 0 < 4 * m ^ 2 / s := div_pos h4 hs0
      refine ⟨√(1 - 4 * m ^ 2 / s), ⟨Real.sqrt_pos.2 (by linarith), ?_⟩, ?_⟩
      · rw [Real.sqrt_lt' one_pos]
        linarith
      · dsimp only
        rw [Real.sq_sqrt (by linarith), sub_sub_cancel, div_div_eq_mul_div,
          mul_div_cancel_left₀ _ h4.ne']
  have hder : ∀ b ∈ Ioo (0 : ℝ) 1, HasDerivWithinAt (fun b : ℝ => 4 * m ^ 2 / (1 - b ^ 2))
      (8 * m ^ 2 * b / (1 - b ^ 2) ^ 2) (Ioo 0 1) b := fun b hb =>
    (((hasDerivAt_const b (4 * m ^ 2)).fun_div ((hasDerivAt_pow 2 b).const_sub 1)
      (hpos b hb).ne').congr_deriv (by congr 1; push_cast; ring)).hasDerivWithinAt
  have hinj : InjOn (fun b : ℝ => 4 * m ^ 2 / (1 - b ^ 2)) (Ioo 0 1) := fun x hx y hy h =>
    (hspeed x hx).symm.trans ((congrArg (speed m) h).trans (hspeed y hy))
  rw [← himage, integral_image_eq_integral_abs_deriv_smul measurableSet_Ioo hder hinj,
    intervalIntegral.integral_of_le zero_le_one, integral_Ioc_eq_integral_Ioo,
    ← integral_const_mul]
  refine setIntegral_congr_fun measurableSet_Ioo fun b hb => ?_
  have hb0 := hb.1
  have hp := hpos b hb
  have hn : 0 ≤ 8 * m ^ 2 * b / (1 - b ^ 2) ^ 2 := by positivity
  simp only [crossSection, hspeed b hb, smul_eq_mul, abs_of_nonneg hn]
  generalize (∫ c in (-1 : ℝ)..1, W b c) = J
  have hp' := hp.ne'
  field_simp
  ring
```

## (g) The dispersion sum rules

**Task.** For $m>0$, show that

$$\int_{4m^2}^{\infty}\frac{\sigma_\parallel}{s^2}\,ds=\frac{4\pi\alpha^2}{45m^4},\qquad \int_{4m^2}^{\infty}\frac{\sigma_\perp}{s^2}\,ds=\frac{7\pi\alpha^2}{45m^4},$$

where $\sigma_\parallel$ and $\sigma_\perp$ are the cross sections with weights $W_\parallel$ and $W_\perp$.

**Solution.** Insert the values of (e) into (f): $\frac14\cdot\frac{16}{45}=\frac4{45}$ and $\frac14\cdot\frac{28}{45}=\frac7{45}$. Lean rewrites with the same two results.

For $\alpha\neq0$ the integrals stand in the ratio 4 to 7. If the forward dispersion relation for light-by-light scattering is taken as physical input, this is the Euler–Heisenberg ratio of the low-energy forward amplitudes, at lowest order in $\alpha$ and with electrons as the only charged particles.

```lean
/-- Dispersion sum rules for `m > 0`: the integrals of `σ(s) / s ^ 2` above threshold are
`4 π α² / (45 m⁴)` for parallel and `7 π α² / (45 m⁴)` for perpendicular polarisations. -/
theorem dispersion_sum_rules (α : ℝ) {m : ℝ} (hm : 0 < m) :
    (∫ s in Ioi (4 * m ^ 2), crossSection wPar α m s / s ^ 2)
      = 4 * π * α ^ 2 / (45 * m ^ 4) ∧
    (∫ s in Ioi (4 * m ^ 2), crossSection wPerp α m s / s ^ 2)
      = 7 * π * α ^ 2 / (45 * m ^ 4) := by
  rw [dispersion_integral wPar α hm, dispersion_integral wPerp α hm,
    speed_sum_rules.1, speed_sum_rules.2]
  constructor <;> ring

end

end LightByLightSumRule
```

```lean
#print axioms LightByLightSumRule.dispersion_sum_rules
```

```
'LightByLightSumRule.dispersion_sum_rules' depends on axioms: [propext, Classical.choice, Quot.sound]
```
